# Stable one-mode BSE model with nonzero kernel: adiabatic-connection and trace energies agree exactly when screened exchange vanishes

An adiabatic-connection energy is defined only once it is said how the Bethe–Salpeter (BSE) matrix depends on the coupling strength $s\in[0,1]$. Here that dependence is postulated to be linear. There is one excitation mode with quasiparticle gap $d$, bare Coulomb element $k$ and screened exchange element $w$, all real numbers independent of $s$. The kernel $c=k-w$ enters both blocks:

$$A(s)=d+sc,\qquad B(s)=sc,\qquad \begin{pmatrix}A&B\\-B&-A\end{pmatrix}\begin{pmatrix}X\\Y\end{pmatrix}=\omega\begin{pmatrix}X\\Y\end{pmatrix},$$

with $\omega$ the eigenvalue and $X$, $Y$ the resonant and antiresonant amplitudes. The gap and the screening are therefore frozen along the path, the same $w$ serves for $A$ and $B$, and spin factors are absorbed into $k$. The single $w$ is a simplification: for a transition from a real orbital $\varphi_i$ to a real orbital $\varphi_a$, the screened interaction acts between the densities $\varphi_i^2$ and $\varphi_a^2$ in $A$, but between $\varphi_i\varphi_a$ and itself in $B$.

```lean
import Mathlib

open Matrix MeasureTheory

namespace OneModeAdiabaticConnection

noncomputable section

/-- Resonant block `A(s) = d + s c` for gap `d`, kernel `c` and coupling strength `s`. -/
def resonant (d c s : ℝ) : ℝ := d + s * c

/-- Coupling block `B(s) = s c`. -/
def coupling (c s : ℝ) : ℝ := s * c

/-- The one-mode BSE matrix `[[A, B], [-B, -A]]` at coupling strength `s`. -/
def bseMatrix (d c s : ℝ) : Matrix (Fin 2) (Fin 2) ℝ :=
  !![resonant d c s, coupling c s; -coupling c s, -resonant d c s]

/-- `(X, Y)` is an eigenvector of the BSE matrix with positive eigenvalue `ω`, normalised
to `X² - Y² = 1`. -/
def IsExcitation (d c s ω X Y : ℝ) : Prop :=
  bseMatrix d c s *ᵥ ![X, Y] = ω • ![X, Y] ∧ X ^ 2 - Y ^ 2 = 1 ∧ 0 < ω
```

Define $\Omega(s)=\sqrt{d(d+2sc)}$, $u(s)=\sqrt{d/\Omega(s)}$ and two correlation energies,

$$E_{\rm Tr}(s)=\frac{\Omega(s)-A(s)}{2},\qquad E_{\rm AC}=\frac{k}{2}\int_0^1\Big(\frac{d}{\Omega(s)}-1\Big)ds .$$

The prefactor of $E_{\rm AC}$ is the bare $k$, since the adiabatic connection contracts the amplitudes with the Coulomb interaction, while $\Omega$ contains $c$. In Lean, `acEnergy k w d` passes `k - w` as the kernel.

```lean
/-- The excitation energy `Ω(s) = √(d (d + 2 s c))`. -/
def Omega (d c s : ℝ) : ℝ := √(d * (d + 2 * s * c))

/-- The amplitude `u(s) = √(d / Ω(s))`. -/
def sumAmplitude (d c s : ℝ) : ℝ := √(d / Omega d c s)

/-- Correlation energy of the trace formula, `(Ω(s) - A(s)) / 2`. -/
def traceEnergy (d c s : ℝ) : ℝ := (Omega d c s - resonant d c s) / 2

/-- Adiabatic-connection energy `(k/2) ∫₀¹ (d / Ω(s) - 1) ds` with kernel `c = k - w`. -/
def acEnergy (k w d : ℝ) : ℝ := k / 2 * ∫ s in (0 : ℝ)..1, (d / Omega d (k - w) s - 1)
```

For $d>0$, $d+2c>0$ and $c\neq0$ the result is $E_{\rm AC}=(k/c)(\Omega(1)-d-c)/2$, which equals $E_{\rm Tr}(1)$ if and only if $w=0$, the direct RPA. The descriptions below of what goes wrong without each hypothesis, and the numerical example, are ordinary reasoning and not among the compiled theorems.

## Stability at both ends of the path: $d>0$ and $d+2c>0$

In this model $A-B=d$ and $A+B=d+2sc$, and the reference state is stable when both are positive. The condition $d>0$ is a positive gap. The condition $d+2c>0$ limits how attractive the kernel may be at full coupling, and it follows from $d>0$ when $c>0$. Since $d+2sc=(1-s)\,d+s\,(d+2c)$, positivity at the two ends gives positivity on all of $[0,1]$. The lemma `radicand_pos` reaches the same conclusion by cases on the sign of $c$; `Set.uIcc (0 : ℝ) 1` is the closed interval.

```lean
/-- If `d > 0` and `d + 2c > 0`, then `d (d + 2 s c)` is positive for all `s` in `[0, 1]`. -/
theorem radicand_pos {d c s : ℝ} (hd : 0 < d) (hs : 0 < d + 2 * c)
    (h : s ∈ Set.uIcc (0 : ℝ) 1) : 0 < d * (d + 2 * s * c) := by
  rw [Set.uIcc_of_le zero_le_one] at h
  refine mul_pos hd ?_
  rcases le_total 0 c with hc | hc
  · nlinarith [mul_nonneg h.1 hc]
  · nlinarith [mul_nonneg (sub_nonneg.mpr h.2) (neg_nonneg.mpr hc)]
```

If $d>0$ and $d+2c<0$, the radicand vanishes at $s=-d/(2c)$ inside the interval, and beyond that point the eigenvalues are imaginary. Lean's square root of a negative number is $0$ and so is division by $0$, so `acEnergy` still has a value there, without physical meaning. If $d<0$, then $\Omega(0)=|d|$ and $E_{\rm Tr}(0)=|d|$, so the trace energy no longer vanishes without interaction.

## Normalisation $X^2-Y^2=1$ and positive energy $\omega>0$

These two conditions, bundled in `IsExcitation`, select the physical excitation in the indefinite metric of the BSE. The components of the eigenvalue equation are $AX+BY=\omega X$ and $-BX-AY=\omega Y$, as stated in `bse_eigen_iff`.

```lean
/-- The BSE eigenvalue equation written out in its two components. -/
theorem bse_eigen_iff (d c s ω X Y : ℝ) :
    bseMatrix d c s *ᵥ ![X, Y] = ω • ![X, Y] ↔
      resonant d c s * X + coupling c s * Y = ω * X ∧
        -coupling c s * X + -resonant d c s * Y = ω * Y := by
  rw [funext_iff, Fin.forall_fin_two]
  simp [bseMatrix, Matrix.mulVec, dotProduct, Fin.sum_univ_two]
```

Their sum and difference are

$$d\,(X-Y)=\omega\,(X+Y),\qquad (d+2sc)(X+Y)=\omega\,(X-Y).$$

Multiplying the first by $X+Y$ and the second by $X-Y$, and using the normalisation, gives

$$d=\omega\,(X+Y)^2,\qquad d+2sc=\omega\,(X-Y)^2 .$$

These are `hm` and `hp`. Their product is $d(d+2sc)=\omega^2(X^2-Y^2)^2=\omega^2$, which is `hsq`. The condition $\omega>0$ picks the root $\omega=\Omega$ through `Real.sqrt_sq hω.le`, and division by $\omega$ gives $(X+Y)^2=d/\Omega$.

```lean
/-- A normalised positive-energy solution has `ω = Ω(s)` and `(X + Y)² = d / Ω(s)`. -/
theorem excitation_amplitude {d c s ω X Y : ℝ} (h : IsExcitation d c s ω X Y) :
    ω = Omega d c s ∧ (X + Y) ^ 2 = d / Omega d c s := by
  obtain ⟨he, hn, hω⟩ := h
  obtain ⟨h1, h2⟩ := (bse_eigen_iff d c s ω X Y).mp he
  unfold resonant coupling at h1 h2
  -- A - B = ω (X + Y)² and A + B = ω (X - Y)²
  have hm : d = ω * (X + Y) ^ 2 := by linear_combination (X + Y) * (h1 + h2) - d * hn
  have hp : d + 2 * s * c = ω * (X - Y) ^ 2 := by
    linear_combination (X - Y) * (h1 - h2) - (d + 2 * s * c) * hn
  have hsq : d * (d + 2 * s * c) = ω ^ 2 := by
    linear_combination (d + 2 * s * c) * hm + ω * (X + Y) ^ 2 * hp
      + ω ^ 2 * (X ^ 2 - Y ^ 2 + 1) * hn
  have hO : Omega d c s = ω := by
    unfold Omega
    rw [hsq, Real.sqrt_sq hω.le]
  refine ⟨hO.symm, ?_⟩
  rw [hO, eq_div_iff hω.ne']
  linear_combination (-1) * hm
```

Without normalisation $(X+Y)^2$ changes under rescaling of the eigenvector. Without $\omega>0$, the case $d<0$, $d+2sc<0$ admits a normalised solution with $\omega=-\Omega$. The theorem assumes no sign for $d$: because $X\pm Y\neq0$, the two displayed identities already force $d>0$ and $d+2sc>0$.

Conversely, those two inequalities produce a solution. Take $X+Y=u$ and $X-Y=1/u$, so that $X^2-Y^2=1$. The sum equation becomes $d/u=\Omega u$ (`h1`), true because $u^2\Omega=d$. The difference equation becomes $(d+2sc)\,u=\Omega/u$ (`h2`), which after multiplication by $d$ follows from `h1` and $\Omega^2=d(d+2sc)$.

```lean
/-- For `d > 0` and `d + 2 s c > 0`, the pair `X = (u + 1/u)/2`, `Y = (u - 1/u)/2` with
`u = √(d / Ω(s))` is a normalised solution with energy `Ω(s)`. -/
theorem excitation_witness {d c s : ℝ} (hd : 0 < d) (hs : 0 < d + 2 * s * c) :
    IsExcitation d c s (Omega d c s)
      ((sumAmplitude d c s + (sumAmplitude d c s)⁻¹) / 2)
      ((sumAmplitude d c s - (sumAmplitude d c s)⁻¹) / 2) := by
  have hO : 0 < Omega d c s := Real.sqrt_pos.mpr (mul_pos hd hs)
  have hO2 : Omega d c s ^ 2 = d * (d + 2 * s * c) := Real.sq_sqrt (mul_pos hd hs).le
  have hupos : 0 < sumAmplitude d c s := Real.sqrt_pos.mpr (div_pos hd hO)
  have hu : sumAmplitude d c s ^ 2 * Omega d c s = d := by
    have : sumAmplitude d c s ^ 2 = d / Omega d c s := Real.sq_sqrt (div_pos hd hO).le
    rw [this, div_mul_cancel₀ _ hO.ne']
  generalize sumAmplitude d c s = u at hu hupos ⊢
  have huv : u * u⁻¹ = 1 := mul_inv_cancel₀ hupos.ne'
  generalize u⁻¹ = v at huv ⊢
  -- (A - B)(X - Y) = Ω (X + Y) and (A + B)(X + Y) = Ω (X - Y)
  have h1 : d * v = Omega d c s * u := by
    linear_combination (-v) * hu + Omega d c s * u * huv
  have h2 : (d + 2 * s * c) * u = Omega d c s * v := by
    apply mul_left_cancel₀ hd.ne'
    linear_combination (-u) * hO2 - Omega d c s * h1
  refine ⟨(bse_eigen_iff _ _ _ _ _ _).mpr ⟨?_, ?_⟩, ?_, hO⟩
  · unfold resonant coupling
    linear_combination (1 / 2) * h1 + (1 / 2) * h2
  · unfold resonant coupling
    linear_combination (1 / 2) * h1 - (1 / 2) * h2
  · linear_combination huv
```

## Strict positivity of the radicand in the integration over $s$

Where the radicand is positive, $\Omega'=2cd/(2\Omega)=cd/\Omega$, and $A'=c$, so

$$\frac{dE_{\rm Tr}}{ds}=\frac{c}{2}\Big(\frac{d}{\Omega}-1\Big).$$

In the proof, `h1.sqrt h.ne'` is the chain rule for the square root and takes the nonvanishing radicand as its input.

```lean
/-- Where `d (d + 2 s c) > 0`, the trace energy has coupling-strength derivative
`(c/2) (d / Ω(s) - 1)`. -/
theorem hasDerivAt_traceEnergy {d c s : ℝ} (h : 0 < d * (d + 2 * s * c)) :
    HasDerivAt (traceEnergy d c) (c / 2 * (d / Omega d c s - 1)) s := by
  have h1 : HasDerivAt (fun s : ℝ => d * (d + 2 * s * c)) (d * (2 * c)) s :=
    (((((hasDerivAt_id' s).const_mul 2).mul_const c).const_add d).const_mul d).congr_deriv
      (by ring)
  have h2 := h1.sqrt h.ne'
  have h3 : HasDerivAt (fun s : ℝ => d + s * c) (1 * c) s :=
    ((hasDerivAt_id' s).mul_const c).const_add d
  refine ((h2.fun_sub h3).div_const 2).congr_deriv ?_
  simp only [Omega]
  ring
```

With $d>0$ one has $\Omega(0)=d=A(0)$ and $E_{\rm Tr}(0)=0$ (`h0`). Integration then gives

$$\frac{c}{2}\int_0^1\Big(\frac{d}{\Omega}-1\Big)ds=E_{\rm Tr}(1),$$

with no condition on $c$ beyond stability.

The proof turns on Mathlib's `intervalIntegral.integral_eq_sub_of_hasDerivAt`. Given a function $f$ with derivative $f'(s)$ at every point of the closed interval, and $f'$ integrable there, it returns $\int_0^1 f'\,ds=f(1)-f(0)$. Both inputs come from `radicand_pos`. It feeds `hasDerivAt_traceEnergy` point by point, and it makes $d/\Omega-1$ continuous on $[0,1]$ (`hdiv`, `hsub`), hence integrable (`hint`). The derivative is required at the endpoints too, so positivity must be strict at $s=1$.

```lean
/-- For `d > 0`, `d + 2c > 0` the function `d / Ω(s) - 1` is integrable on `[0, 1]`, and `c/2`
times its integral is the trace energy at full coupling. -/
theorem kernel_integral {d c : ℝ} (hd : 0 < d) (hs : 0 < d + 2 * c) :
    IntervalIntegrable (fun s => d / Omega d c s - 1) volume 0 1 ∧
      c / 2 * ∫ s in (0 : ℝ)..1, (d / Omega d c s - 1) = traceEnergy d c 1 := by
  have hc : Continuous fun s : ℝ => Omega d c s := by
    simp only [Omega]
    fun_prop
  have hdiv : ContinuousOn (fun s : ℝ => d / Omega d c s) (Set.uIcc 0 1) :=
    continuousOn_const.div₀ hc.continuousOn
      fun s h => (Real.sqrt_pos.mpr (radicand_pos hd hs h)).ne'
  have hsub : ContinuousOn (fun s : ℝ => d / Omega d c s - 1) (Set.uIcc 0 1) :=
    hdiv.sub continuousOn_const
  have hint : IntervalIntegrable (fun s => d / Omega d c s - 1) volume 0 1 :=
    hsub.intervalIntegrable
  -- the trace energy vanishes without interaction
  have h0 : traceEnergy d c 0 = 0 := by
    have : d * (d + 2 * 0 * c) = d ^ 2 := by ring
    unfold traceEnergy Omega resonant
    rw [this, Real.sqrt_sq hd.le]
    ring
  have hftc := intervalIntegral.integral_eq_sub_of_hasDerivAt
    (fun s h => hasDerivAt_traceEnergy (radicand_pos hd hs h)) (hint.const_mul (c / 2))
  rw [intervalIntegral.integral_const_mul, h0, sub_zero] at hftc
  exact ⟨hint, hftc⟩
```

At the excluded boundary $d+2c=0$ the integrand is $(1-s)^{-1/2}-1$. It diverges at $s=1$ but has integral $1$, and $E_{\rm AC}=k/2$ still matches the closed form. This argument does not reach that case.

## Nonzero kernel $c=k-w\neq0$

The condition says that screened exchange does not cancel the bare Coulomb element, so the BSE matrix does change with $s$. It is used in two ways: to divide by $c$ (in the closed form, and again in the final comparison, for $k/c=w/c+1$ and for passing from $w/c=0$ to $w=0$) and to make the trace energy nonzero. First, multiplying the integral identity by $k/c$ gives

$$E_{\rm AC}=\frac{k}{c}\,E_{\rm Tr}(1)=\frac{k}{c}\,\frac{\Omega(1)-d-c}{2},$$

where `e` is the cancellation $(k/c)\,c=k$.

```lean
/-- For `c = k - w ≠ 0`, `d > 0`, `d + 2c > 0` the adiabatic-connection energy equals
`(k / c) (Ω(1) - d - c) / 2`. -/
theorem acEnergy_closed_form {k w d : ℝ} (hc : k - w ≠ 0) (hd : 0 < d)
    (hs : 0 < d + 2 * (k - w)) :
    acEnergy k w d = k / (k - w) * ((Omega d (k - w) 1 - d - (k - w)) / 2) := by
  have h := (kernel_integral hd hs).2
  have h' : traceEnergy d (k - w) 1 = (Omega d (k - w) 1 - d - (k - w)) / 2 := by
    unfold traceEnergy resonant
    ring
  have e : k / (k - w) * (k - w) = k := div_mul_cancel₀ k hc
  unfold acEnergy
  linear_combination k / (k - w) * h + k / (k - w) * h'
    - (∫ s in (0 : ℝ)..1, (d / Omega d (k - w) s - 1)) / 2 * e
```

The same value holds for $\tfrac{k}{2}\int_0^1\big((X+Y)^2-1\big)ds$ built from any functions `ω X Y : ℝ → ℝ` that are normalised positive-energy solutions at each $s\in[0,1]$. No continuity is assumed, so the overall sign of $(X,Y)$ may jump; `intervalIntegral.integral_congr` replaces the integrand pointwise using `excitation_amplitude`.

```lean
/-- The same closed form holds for `(k/2) ∫₀¹ ((X + Y)² - 1) ds` built from any family of
normalised positive-energy BSE solutions along the coupling path. -/
theorem acEnergy_from_amplitudes {k w d : ℝ} (hc : k - w ≠ 0) (hd : 0 < d)
    (hs : 0 < d + 2 * (k - w)) (ω X Y : ℝ → ℝ)
    (h : ∀ s ∈ Set.uIcc (0 : ℝ) 1, IsExcitation d (k - w) s (ω s) (X s) (Y s)) :
    k / 2 * ∫ s in (0 : ℝ)..1, ((X s + Y s) ^ 2 - 1) =
      k / (k - w) * ((Omega d (k - w) 1 - d - (k - w)) / 2) := by
  have hI : ∫ s in (0 : ℝ)..1, ((X s + Y s) ^ 2 - 1) =
      ∫ s in (0 : ℝ)..1, (d / Omega d (k - w) s - 1) := by
    refine intervalIntegral.integral_congr fun s hs' => ?_
    simp only [(excitation_amplitude (h s hs')).2]
  rw [hI]
  exact acEnergy_closed_form hc hd hs
```

Second, $\Omega(1)^2=(d+c)^2-c^2<(d+c)^2$ needs $c^2>0$. Passing to $\Omega(1)<d+c$ needs $d+c>0$, the average of the two stability conditions, which `linarith` supplies to `Real.sqrt_lt'`. Hence $E_{\rm Tr}(1)<0$.

```lean
/-- For `c ≠ 0`, `d > 0`, `d + 2c > 0` the trace energy at full coupling is negative. -/
theorem traceEnergy_neg {d c : ℝ} (hc : c ≠ 0) (hd : 0 < d) (hs : 0 < d + 2 * c) :
    traceEnergy d c 1 < 0 := by
  have hc2 : 0 < c ^ 2 := by positivity
  -- Ω² = A² - B² < A²
  have h : √(d * (d + 2 * 1 * c)) < d + 1 * c :=
    (Real.sqrt_lt' (by linarith)).mpr (by nlinarith)
  unfold traceEnergy Omega resonant
  exact div_neg_of_neg_of_pos (sub_neg.mpr h) two_pos
```

Since $k/c=w/c+1$ (`hq`),

$$E_{\rm AC}-E_{\rm Tr}(1)=\frac{w}{c}\,E_{\rm Tr}(1).$$

The factor $E_{\rm Tr}(1)$ is nonzero, so the difference vanishes exactly when $w/c=0$, that is when $w=0$.

```lean
/-- For `c = k - w ≠ 0`, `d > 0`, `d + 2c > 0` the adiabatic-connection energy differs from the
trace energy by `w / c` times the latter, and the two agree exactly when `w = 0`. -/
theorem acEnergy_eq_traceEnergy_iff {k w d : ℝ} (hc : k - w ≠ 0) (hd : 0 < d)
    (hs : 0 < d + 2 * (k - w)) :
    acEnergy k w d - traceEnergy d (k - w) 1 = w / (k - w) * traceEnergy d (k - w) 1 ∧
      (acEnergy k w d = traceEnergy d (k - w) 1 ↔ w = 0) := by
  have hq : k / (k - w) = w / (k - w) + 1 := by linear_combination div_self hc
  have hdiff : acEnergy k w d - traceEnergy d (k - w) 1 =
      w / (k - w) * traceEnergy d (k - w) 1 := by
    rw [acEnergy_closed_form hc hd hs, hq]
    unfold traceEnergy resonant
    ring
  refine ⟨hdiff, fun h => ?_, fun h => ?_⟩
  · rw [h, sub_self] at hdiff
    rcases mul_eq_zero.mp hdiff.symm with h1 | h1
    · exact (div_eq_zero_iff.mp h1).resolve_right hc
    · exact absurd h1 (traceEnergy_neg hc hd hs).ne
  · have h1 : w / (k - w) = 0 := div_eq_zero_iff.mpr (Or.inl h)
    rw [h1, zero_mul] at hdiff
    exact sub_eq_zero.mp hdiff

end

end OneModeAdiabaticConnection
```

```lean
#print axioms OneModeAdiabaticConnection.acEnergy_from_amplitudes
-- 'OneModeAdiabaticConnection.acEnergy_from_amplitudes' depends on axioms: [propext, Classical.choice, Quot.sound]
#print axioms OneModeAdiabaticConnection.acEnergy_eq_traceEnergy_iff
-- 'OneModeAdiabaticConnection.acEnergy_eq_traceEnergy_iff' depends on axioms: [propext, Classical.choice, Quot.sound]
```

For $c=0$ one has $\Omega(s)=d$ and both energies are zero whatever the value of $w=k$, so agreement no longer implies $w=0$.

## Quadrature over the coupling strength

In this one-mode model with frozen gap and screening, the two prescriptions for a BSE ground-state correlation energy differ by the factor $k/c$, and they coincide for direct RPA; nothing is established for several modes or for $s$-dependent screening.

A program can evaluate $E_{\rm AC}$ on a quadrature grid in $s$. At each node, with real symmetric matrices $A$, $B$ and both $A-B$ and $A+B$ positive definite, it can diagonalise $(A-B)^{1/2}(A+B)(A-B)^{1/2}$, whose eigenvalues are the squared excitation energies. A unit eigenvector $Z$ with eigenvalue $\Omega^2$ gives $X+Y=\Omega^{-1/2}(A-B)^{1/2}Z$. For one mode $Z=1$ and this is $u(s)$. The closed form gives a reference value for such a quadrature: $d=1$, $k=2$, $w=1/2$ yields $c=3/2$, $\Omega(1)=2$, $E_{\rm Tr}(1)=-1/4$ and $E_{\rm AC}=-1/3$.
